# Replacing exact local exchange by Hartree–Fock exchange lowers no orbital expectation value of the Hamiltonian in a repulsive two-electron singlet

## Orbitals, kernel and exchange operators

Let $X$ be a finite set of grid points. An orbital is a real function on $X$, with quadrature weights absorbed into its values, and $\langle a,b\rangle=\sum_x a_xb_x$. Two electrons of opposite spin share the orbital $f$, so their density is $n_x=2f_x^2$. The physical $f$ has $\langle f,f\rangle=1$, but no statement below needs this normalisation.

The electron repulsion is a real matrix $v$ with entries $v_{xy}$. Where needed, it is assumed symmetric (`v.IsSymm`), because the interaction does not depend on which electron sits at which point, and nonnegative for $x\neq y$, because electrons repel. The Coulomb interaction sampled on a grid satisfies both conditions. The diagonal entries may have any sign.

```lean
import Mathlib

open Matrix

namespace TwoElectronExchange

noncomputable section

variable {X : Type*} [Fintype X] [DecidableEq X]
```

One electron in $f$ produces the electrostatic potential
$$U_x=\sum_y v_{xy}f_y^2 ,$$
which acts on orbitals as a diagonal matrix $U$, written `hartree v f`.

```lean
/-- The electrostatic potential of one electron in the real orbital `f`, as a diagonal matrix
on the grid. -/
def hartree (v : Matrix X X ℝ) (f : X → ℝ) : Matrix X X ℝ :=
  Matrix.diagonal fun x => ∑ y, v x y * f y ^ 2
```

The nonlocal exchange matrix is $K_{xy}=f_xv_{xy}f_y$, written `exchange v f`.

```lean
/-- The nonlocal exchange matrix `K_xy = f_x v_xy f_y` of the real orbital `f`. -/
def exchange (v : Matrix X X ℝ) (f : X → ℝ) : Matrix X X ℝ :=
  Matrix.of fun x y => f x * v x y * f y
```

As a functional of the density, the exchange energy of the singlet is
$$E_x[n]=-\tfrac14\sum_{x,y}n_xv_{xy}n_y .$$
In Lean, `⬝ᵥ` is the dot product and `*ᵥ` applies a matrix to a vector.

```lean
/-- The exchange energy of a two-electron singlet as a functional of its density `n`. -/
def exchangeEnergy (v : Matrix X X ℝ) (n : X → ℝ) : ℝ :=
  -(1 / 4) * (n ⬝ᵥ v *ᵥ n)
```

Let $h$ be the one-electron part, kinetic energy plus external potential. Both electrons contribute to the Hartree term $2U$, and Hartree–Fock theory subtracts $K$:
$$H_{\rm HF}=h+2U-K .$$

```lean
/-- The Hartree-Fock Hamiltonian of a singlet with `f` doubly occupied: one-electron part `h`,
Hartree potential of both electrons, and nonlocal exchange. -/
def hfFock (h v : Matrix X X ℝ) (f : X → ℝ) : Matrix X X ℝ :=
  h + (2 : ℝ) • hartree v f - exchange v f
```

The comparison Hamiltonian has the local exchange potential $-U$ instead. This is the exact exchange potential of the singlet, obtained in the next section as a density derivative, and not the local-density approximation:
$$H_{\rm loc}=h+2U-U=h+U .$$

```lean
/-- The Hamiltonian of the same singlet with the local exchange potential `-U` in place of
the nonlocal exchange. -/
def localFock (h v : Matrix X X ℝ) (f : X → ℝ) : Matrix X X ℝ :=
  h + (2 : ℝ) • hartree v f - hartree v f
```

Both Hamiltonians are built from the same $f$. The code accepts any real matrix for `h`; a physical one is symmetric.

## The local potential as a density derivative

The density functional reproduces the orbital expression for the exchange energy. Inserting $n=2f^2$ gives
$$E_x[2f^2]=-\sum_{x,y}f_x^2v_{xy}f_y^2=-\langle f,Kf\rangle .$$
The proof expands both sides into double sums and compares them term by term with `ring`.

```lean
omit [DecidableEq X] in
/-- At the density `2 f²` the density functional equals the Hartree-Fock exchange energy of
the doubly occupied orbital `f`. -/
theorem exchangeEnergy_eq (v : Matrix X X ℝ) (f : X → ℝ) :
    exchangeEnergy v (fun x => 2 * f x ^ 2) = -(f ⬝ᵥ exchange v f *ᵥ f) := by
  simp only [exchangeEnergy, exchange, dotProduct, Matrix.mulVec, Matrix.of_apply,
    Finset.mul_sum, ← Finset.sum_neg_distrib]
  exact Finset.sum_congr rfl fun x _ => Finset.sum_congr rfl fun y _ => by ring
```

The potential $-U$ is the derivative of this functional. Along a line $n+td$ through $n=2f^2$,
$$E_x[n+td]=E_x[n]-\tfrac t4\big(\langle d,vn\rangle+\langle n,vd\rangle\big)+t^2E_x[d].$$
Symmetry of $v$ makes the two mixed terms equal, so the coefficient of $t$ is
$$S=-\tfrac12\langle d,vn\rangle=-\sum_x d_x\sum_y v_{xy}f_y^2=-\sum_xU_xd_x .$$
This is the derivative at $t=0$. The direction $d$ need not conserve the number of electrons. The formula for $E_x$ was introduced for a two-electron singlet; using it unchanged for other electron numbers is a choice, and this choice fixes the additive constant in the potential. In the code, `hS` and `hS'` evaluate the mixed terms, `key` is the quadratic polynomial, and the last lines differentiate it.

```lean
/-- For a symmetric kernel, the derivative of the two-electron exchange energy with respect to
the density, taken at `2 f²` in any direction `d`, is given by the local potential `-U`. -/
theorem exchange_potential (v : Matrix X X ℝ) (hv : v.IsSymm) (f d : X → ℝ) :
    HasDerivAt (fun t : ℝ => exchangeEnergy v ((fun x => 2 * f x ^ 2) + t • d))
      (∑ x, -(hartree v f x x) * d x) 0 := by
  set S : ℝ := ∑ x, -(hartree v f x x) * d x with hSdef
  have hS : d ⬝ᵥ v *ᵥ (fun x => 2 * f x ^ 2) = -2 * S := by
    simp only [hSdef, hartree, Matrix.diagonal_apply_eq, dotProduct, Matrix.mulVec,
      Finset.mul_sum, Finset.sum_mul, ← Finset.sum_neg_distrib]
    exact Finset.sum_congr rfl fun x _ => Finset.sum_congr rfl fun y _ => by ring
  have hS' : (fun x => 2 * f x ^ 2) ⬝ᵥ v *ᵥ d = -2 * S := by
    rw [Matrix.dotProduct_mulVec, ← Matrix.mulVec_transpose, hv.eq, dotProduct_comm, hS]
  -- along the line the energy is a quadratic polynomial in `t`
  have key : ∀ t : ℝ, exchangeEnergy v ((fun x => 2 * f x ^ 2) + t • d) =
      exchangeEnergy v (fun x => 2 * f x ^ 2) + t * S + t ^ 2 * exchangeEnergy v d := by
    intro t
    simp only [exchangeEnergy, Matrix.mulVec_add, Matrix.mulVec_smul, dotProduct_add,
      add_dotProduct, smul_dotProduct, dotProduct_smul, smul_eq_mul, hS, hS']
    ring
  rw [funext key]
  have h1 := ((hasDerivAt_id' (0 : ℝ)).mul_const S).const_add
    (exchangeEnergy v (fun x => 2 * f x ^ 2))
  have h2 := ((hasDerivAt_id' (0 : ℝ)).fun_pow 2).mul_const (exchangeEnergy v d)
  exact (h1.fun_add h2).congr_deriv (by simp)
```

## $U-K$ as a sum of squares

On the occupied orbital the two exchange operators agree:
$$(Kf)_x=f_x\sum_yv_{xy}f_y^2=U_xf_x ,$$
so $(U-K)f=0$. This needs neither symmetry nor a sign of $v$.

```lean
/-- Local and nonlocal exchange act identically on the occupied orbital: `U - K`
annihilates `f`. -/
theorem hartree_sub_exchange_mulVec_self (v : Matrix X X ℝ) (f : X → ℝ) :
    (hartree v f - exchange v f) *ᵥ f = 0 := by
  rw [Matrix.sub_mulVec, sub_eq_zero]
  ext x
  rw [hartree, Matrix.mulVec_diagonal, Finset.sum_mul]
  simp only [exchange, Matrix.mulVec, dotProduct, Matrix.of_apply]
  exact Finset.sum_congr rfl fun y _ => by ring
```

For any other orbital $g$,
$$\langle g,(U-K)g\rangle=\sum_{x,y}v_{xy}\big(g_x^2f_y^2-g_xf_xg_yf_y\big).$$
Exchanging the names $x$ and $y$ and using $v_{yx}=v_{xy}$ gives the same value with $g_y^2f_x^2$ as the first term. Adding the two forms yields
$$2\langle g,(U-K)g\rangle=\sum_{x,y}v_{xy}\,(g_xf_y-f_xg_y)^2 .$$
The step `e` is the first formula and `swap` the renaming; `nth_rewrite` applies the renaming to only one of the two copies before they are added.

```lean
/-- For a symmetric kernel, twice the expectation value of `U - K` in an orbital `g` is a sum
over pairs of grid points of the kernel times a squared two-by-two determinant of `g` and `f`. -/
theorem two_mul_expectation (v : Matrix X X ℝ) (hv : v.IsSymm) (f g : X → ℝ) :
    2 * (g ⬝ᵥ (hartree v f - exchange v f) *ᵥ g) =
      ∑ x, ∑ y, v x y * (g x * f y - f x * g y) ^ 2 := by
  have e : g ⬝ᵥ (hartree v f - exchange v f) *ᵥ g =
      ∑ x, ∑ y, v x y * (g x ^ 2 * f y ^ 2 - g x * f x * (g y * f y)) := by
    rw [Matrix.sub_mulVec]
    simp only [dotProduct]
    refine Finset.sum_congr rfl fun x _ => ?_
    rw [Pi.sub_apply, hartree, Matrix.mulVec_diagonal]
    simp only [exchange, Matrix.mulVec, dotProduct, Matrix.of_apply]
    rw [Finset.sum_mul, ← Finset.sum_sub_distrib, Finset.mul_sum]
    exact Finset.sum_congr rfl fun y _ => by ring
  -- exchange the names of the two grid points
  have swap : ∑ x, ∑ y, v x y * (g x ^ 2 * f y ^ 2 - g x * f x * (g y * f y)) =
      ∑ x, ∑ y, v x y * (g y ^ 2 * f x ^ 2 - g x * f x * (g y * f y)) := by
    refine Finset.sum_comm.trans ?_
    refine Finset.sum_congr rfl fun a _ => Finset.sum_congr rfl fun b _ => ?_
    rw [hv.apply a b]
    ring
  rw [two_mul, e]
  nth_rewrite 2 [swap]
  rw [← Finset.sum_add_distrib]
  refine Finset.sum_congr rfl fun x _ => ?_
  rw [← Finset.sum_add_distrib]
  exact Finset.sum_congr rfl fun y _ => by ring
```

Each term on the right is nonnegative. For $x\ne y$ it is a nonnegative kernel entry times a square. For $x=y$ the bracket $g_xf_x-f_xg_x$ vanishes, which is why the diagonal of $v$ plays no role. The proof makes the same case distinction.

```lean
omit [Fintype X] in
/-- If the kernel is nonnegative between distinct grid points, every pair contributes a
nonnegative amount. -/
theorem pair_nonneg (v : Matrix X X ℝ) (hpos : ∀ x y, x ≠ y → 0 ≤ v x y) (f g : X → ℝ)
    (x y : X) : 0 ≤ v x y * (g x * f y - f x * g y) ^ 2 := by
  by_cases hxy : x = y
  · subst hxy
    have h0 : g x * f x - f x * g x = 0 := by ring
    rw [h0]
    simp
  · exact mul_nonneg (hpos x y hxy) (sq_nonneg _)
```

Hence $\langle g,(U-K)g\rangle\ge0$ for every $g$. Mathlib's `PosSemidef` also requires the matrix to be Hermitian, which here means symmetric: $U$ is diagonal, and $K_{yx}=f_yv_{yx}f_x=K_{xy}$. This is `hK`; the inequality follows from the sum of squares.

```lean
/-- For a symmetric kernel that is nonnegative between distinct grid points, `U - K` is
positive semidefinite. -/
theorem hartree_sub_exchange_posSemidef (v : Matrix X X ℝ) (hv : v.IsSymm)
    (hpos : ∀ x y, x ≠ y → 0 ≤ v x y) (f : X → ℝ) :
    (hartree v f - exchange v f).PosSemidef := by
  have hK : (exchange v f).IsHermitian := by
    refine Matrix.IsHermitian.ext fun i j => ?_
    simp only [exchange, Matrix.of_apply, star_trivial]
    rw [hv.apply i j]
    ring
  refine Matrix.PosSemidef.of_dotProduct_mulVec_nonneg
    ((Matrix.isHermitian_diagonal _).sub hK) fun g => ?_
  rw [star_trivial]
  have h1 := two_mul_expectation v hv f g
  have h2 : 0 ≤ ∑ x, ∑ y, v x y * (g x * f y - f x * g y) ^ 2 :=
    Finset.sum_nonneg fun x _ => Finset.sum_nonneg fun y _ => pair_nonneg v hpos f g x y
  linarith
```

Without a sign condition between distinct points this fails, even for a positive definite symmetric kernel. Take two points and
$$v=\begin{pmatrix}2&-1\\-1&2\end{pmatrix},\qquad f=\tfrac1{\sqrt2}\begin{pmatrix}1\\1\end{pmatrix},\qquad g=\tfrac1{\sqrt2}\begin{pmatrix}1\\-1\end{pmatrix}.$$
Then $U_x=\tfrac12$ at both points, and
$$U-K=\tfrac12\begin{pmatrix}-1&1\\1&-1\end{pmatrix},\qquad \langle g,(U-K)g\rangle=-1 .$$
With this attractive coupling between the points, Hartree–Fock exchange lowers the expectation value in $g$.

## Comparing the two Hamiltonians

Subtracting the definitions gives
$$H_{\rm HF}=H_{\rm loc}+(U-K).$$

```lean
/-- The Hartree-Fock Hamiltonian is the local-exchange Hamiltonian plus `U - K`. -/
theorem hfFock_eq (h v : Matrix X X ℝ) (f : X → ℝ) :
    hfFock h v f = localFock h v f + (hartree v f - exchange v f) := by
  simp only [hfFock, localFock]
  abel
```

Since $(U-K)f=0$, we have $H_{\rm HF}f=H_{\rm loc}f$. Thus, for each number $\varepsilon$, the equation $H_{\rm loc}f=\varepsilon f$ holds if and only if $H_{\rm HF}f=\varepsilon f$ does. So a nonzero $f$ that is an eigenvector of the Hamiltonian built from it in one scheme is also one in the other, with the same level. If $h$ is symmetric and this level is the lowest one of $H_{\rm loc}$, the inequality below makes it the lowest one of $H_{\rm HF}$ too; the converse can fail. Since $U-K$ is positive semidefinite,
$$\langle g,H_{\rm loc}g\rangle\le\langle g,H_{\rm HF}g\rangle$$
for every real $g$; for nonzero $g$, dividing by $\langle g,g\rangle$ gives the inequality between normalised expectation values.

The theorem `hartreeFock_versus_local` states these two results as a conjunction. It does not assume that $f$ solves either equation, and it does not say that $f$ is the lowest orbital. Its proof rewrites $H_{\rm HF}$ with `hfFock_eq`, then uses the annihilation of $f$ for the first part and positivity for the second.

```lean
/-- For a two-electron singlet and a symmetric kernel that is nonnegative between distinct grid
points, `f` satisfies the local-exchange eigenvalue equation with a number `ε` exactly when it
satisfies the Hartree-Fock one with the same `ε`, and replacing local by Hartree-Fock exchange
lowers the expectation value of no real orbital. -/
theorem hartreeFock_versus_local (h v : Matrix X X ℝ) (hv : v.IsSymm)
    (hpos : ∀ x y, x ≠ y → 0 ≤ v x y) (f : X → ℝ) :
    (∀ ε : ℝ, localFock h v f *ᵥ f = ε • f ↔ hfFock h v f *ᵥ f = ε • f) ∧
      ∀ g : X → ℝ, g ⬝ᵥ localFock h v f *ᵥ g ≤ g ⬝ᵥ hfFock h v f *ᵥ g := by
  constructor
  · intro ε
    rw [hfFock_eq, Matrix.add_mulVec, hartree_sub_exchange_mulVec_self, add_zero]
  · intro g
    have h1 := (hartree_sub_exchange_posSemidef v hv hpos f).dotProduct_mulVec_nonneg g
    rw [star_trivial] at h1
    rw [hfFock_eq, Matrix.add_mulVec, dotProduct_add]
    linarith
```

Now let $v_{xy}>0$ for all $x\ne y$ and let $f\neq0$. If the two expectation values in $g$ agree, the sum of squares is zero, so each of its terms is zero and
$$g_xf_y=f_xg_y\quad\text{for all }x,y .$$
Choose a point $z$ with $f_z\ne0$. Then $g_x=(g_z/f_z)f_x$ for every $x$, so $g$ is a multiple of $f$. Conversely, $U-K$ annihilates every multiple of $f$, and the values agree. In the code, `hdet` collects the vanishing brackets, and `refine` supplies the factor `g z / f z`.

```lean
/-- If the symmetric kernel is strictly positive between distinct grid points and `f` is not
zero, the two expectation values agree exactly for the multiples of `f`. -/
theorem expectation_eq_iff (h v : Matrix X X ℝ) (hv : v.IsSymm)
    (hpos : ∀ x y, x ≠ y → 0 < v x y) (f g : X → ℝ) (hf : f ≠ 0) :
    g ⬝ᵥ localFock h v f *ᵥ g = g ⬝ᵥ hfFock h v f *ᵥ g ↔ ∃ c : ℝ, g = c • f := by
  have h1 := two_mul_expectation v hv f g
  have hn := pair_nonneg v (fun x y hxy => (hpos x y hxy).le) f g
  rw [hfFock_eq, Matrix.add_mulVec, dotProduct_add]
  constructor
  · intro heq
    have h0 : ∑ x, ∑ y, v x y * (g x * f y - f x * g y) ^ 2 = 0 := by linarith
    -- a vanishing sum of nonnegative terms: every determinant is zero
    have hdet : ∀ x y, g x * f y - f x * g y = 0 := by
      intro x y
      by_cases hxy : x = y
      · subst hxy
        ring
      · have hx := (Finset.sum_eq_zero_iff_of_nonneg
          (fun x _ => Finset.sum_nonneg fun y _ => hn x y)).mp h0 x (Finset.mem_univ x)
        have hy := (Finset.sum_eq_zero_iff_of_nonneg
          (fun y _ => hn x y)).mp hx y (Finset.mem_univ y)
        exact pow_eq_zero_iff (two_ne_zero) |>.mp
          ((mul_eq_zero.mp hy).resolve_left (hpos x y hxy).ne')
    obtain ⟨z, hz⟩ := Function.ne_iff.mp hf
    have hz' : f z ≠ 0 := hz
    refine ⟨g z / f z, funext fun x => ?_⟩
    rw [Pi.smul_apply, smul_eq_mul, div_mul_eq_mul_div, eq_div_iff hz']
    linarith [hdet x z]
  · rintro ⟨c, rfl⟩
    rw [Matrix.mulVec_smul (hartree v f - exchange v f), hartree_sub_exchange_mulVec_self,
      smul_zero, dotProduct_zero, add_zero]
```

## Hartree–Fock levels orthogonal to the occupied orbital

Keep the strictly positive kernel and $f\ne0$. Suppose a number $m$ satisfies
$$m\langle u,u\rangle\le\langle u,H_{\rm loc}u\rangle\quad\text{whenever }\langle f,u\rangle=0 ,$$
so that $m$ is a lower bound on the expectation value of $H_{\rm loc}$ in every normalised orbital orthogonal to $f$. The docstring calls this expectation value the local-exchange energy. Let $g\neq0$ be orthogonal to $f$ with $H_{\rm HF}g=\varepsilon g$. A multiple of $f$ that is orthogonal to $f$ is zero, so $g$ is not a multiple of $f$ and the comparison is strict:
$$m\langle g,g\rangle\le\langle g,H_{\rm loc}g\rangle<\langle g,H_{\rm HF}g\rangle=\varepsilon\langle g,g\rangle .$$
Dividing by $\langle g,g\rangle>0$ gives $m<\varepsilon$. The proof obtains the strict inequality `hlt` from the comparison `hle` and the inequality of the two values `hne`, then cancels the common factor.

If $h$ is symmetric and $f$ solves the eigenvalue equation shared by the two schemes, the largest possible $m$ is the lowest unoccupied level of $H_{\rm loc}$. Every Hartree–Fock level with an orbital orthogonal to $f$ then lies strictly above it. This holds within a model of two electrons in one real orbital on a finite grid and without correlation.

```lean
/-- Let the symmetric kernel be strictly positive between distinct grid points and `f` nonzero.
If `m` bounds the local-exchange energy of all normalised orbitals orthogonal to `f` from below,
every Hartree-Fock level with an orbital orthogonal to `f` lies strictly above `m`. -/
theorem virtual_level_gt (h v : Matrix X X ℝ) (hv : v.IsSymm)
    (hpos : ∀ x y, x ≠ y → 0 < v x y) (f g : X → ℝ) (hf : f ≠ 0) (hg : g ≠ 0)
    (hfg : f ⬝ᵥ g = 0) (m ε : ℝ)
    (hm : ∀ u : X → ℝ, f ⬝ᵥ u = 0 → m * (u ⬝ᵥ u) ≤ u ⬝ᵥ localFock h v f *ᵥ u)
    (hε : hfFock h v f *ᵥ g = ε • g) : m < ε := by
  have hle := (hartreeFock_versus_local h v hv (fun x y hxy => (hpos x y hxy).le) f).2 g
  have hne : g ⬝ᵥ localFock h v f *ᵥ g ≠ g ⬝ᵥ hfFock h v f *ᵥ g := by
    intro heq
    obtain ⟨c, rfl⟩ := (expectation_eq_iff h v hv hpos f g hf).mp heq
    -- a multiple of `f` orthogonal to `f` vanishes
    rw [dotProduct_smul, smul_eq_mul] at hfg
    rcases mul_eq_zero.mp hfg with hc | hff
    · exact hg (by rw [hc, zero_smul])
    · exact hf (dotProduct_self_eq_zero.mp hff)
  have hlt := lt_of_le_of_ne hle hne
  rw [hε, dotProduct_smul, smul_eq_mul] at hlt
  have hgg : 0 ≤ g ⬝ᵥ g := Finset.sum_nonneg fun x _ => mul_self_nonneg (g x)
  exact lt_of_mul_lt_mul_right (lt_of_le_of_lt (hm g hfg) hlt) hgg

end

end TwoElectronExchange
```

```lean
#print axioms TwoElectronExchange.exchangeEnergy_eq
#print axioms TwoElectronExchange.exchange_potential
#print axioms TwoElectronExchange.hartreeFock_versus_local
#print axioms TwoElectronExchange.virtual_level_gt
```

```
'TwoElectronExchange.exchangeEnergy_eq' depends on axioms: [propext, Classical.choice, Quot.sound]
'TwoElectronExchange.exchange_potential' depends on axioms: [propext, Classical.choice, Quot.sound]
'TwoElectronExchange.hartreeFock_versus_local' depends on axioms: [propext, Classical.choice, Quot.sound]
'TwoElectronExchange.virtual_level_gt' depends on axioms: [propext, Classical.choice, Quot.sound]
```
